# Nearest-neighbour canonical d levels at k = 0: eg lies lowest in simple cubic, t2g in bcc and fcc

Let a bond multiply d orbitals of angular momentum 0, ±1, ±2 about its axis by \(-6V, 4V, -V\), with \(V>0\). Summed over nearest neighbours, the t2g level minus the eg level is \(35V\) in simple cubic, \(-280V/9\) in bcc and \(-35V/2\) in fcc. These are the Γ-point splittings of a d-only, orthogonal, nearest-neighbour tight-binding model in which all five d orbitals have the same on-site energy; level energies below are measured from it.

## A bond needs an axis: \(d\neq0\)

A d orbital is a traceless symmetric matrix \(Q\). The type `Mat` admits every real 3×3 matrix, but the orbitals used below have this form. For a bond vector \(d\), put \(n=d/|d|\), \(P=nn^T\) (`axis d`) and \(s=n^TQn\). The \(m=0\) and \(|m|=1\) parts of \(Q\) are

\[
S=\tfrac32 s\,(P-\tfrac13),\qquad \Pi=PQ+QP-2sP,
\]

and the bond operator is \(B(Q)=\sigma S+\pi\Pi+\delta(Q-S-\Pi)\), where \(\sigma,\pi,\delta\) are the integrals ddσ, ddπ, ddδ.

```lean
import Mathlib

open Matrix

namespace CanonicalDLevels

noncomputable section

/-- Real 3×3 matrices; the d orbitals are the traceless symmetric ones. -/
abbrev Mat := Matrix (Fin 3) (Fin 3) ℝ

/-- The projector on the bond axis `d`, for `d ≠ 0`. -/
def axis (d : Fin 3 → ℝ) : Mat := (d ⬝ᵥ d)⁻¹ • vecMulVec d d

/-- The part of a d orbital `Q` with angular momentum 0 about `d ≠ 0`. -/
def sigmaPart (d : Fin 3 → ℝ) (Q : Mat) : Mat :=
  (3 / 2 * Matrix.trace (axis d * Q)) • (axis d - (1 / 3 : ℝ) • (1 : Mat))

/-- The part of a d orbital `Q` with angular momentum ±1 about `d ≠ 0`. -/
def piPart (d : Fin 3 → ℝ) (Q : Mat) : Mat :=
  axis d * Q + Q * axis d - (2 : ℝ) • (axis d * Q * axis d)

/-- The bond operator along `d ≠ 0` with two-centre integrals ddσ, ddπ, ddδ. -/
def bond (σ π δ : ℝ) (d : Fin 3 → ℝ) (Q : Mat) : Mat :=
  σ • sigmaPart d Q + π • piPart d Q + δ • (Q - sigmaPart d Q - piPart d Q)

/-- The matrix of the cross product with `d`. -/
def crossMat (d : Fin 3 → ℝ) : Mat :=
  !![0, -d 2, d 1; d 2, 0, -d 0; -d 1, d 0, 0]

/-- The infinitesimal rotation of `Q` about `d`, at angular speed `|d|`. -/
def rot (d : Fin 3 → ℝ) (Q : Mat) : Mat := crossMat d * Q - Q * crossMat d

/-- The symmetric product of two vectors. -/
def symDyad (a b : Fin 3 → ℝ) : Mat := vecMulVec a b + vecMulVec b a

/-- The bond operator in Cartesian components. -/
theorem bond_apply (σ π δ : ℝ) (d : Fin 3 → ℝ) (Q : Mat) (i j : Fin 3) :
    bond σ π δ d Q i j = δ * Q i j
      + (σ - δ) * (3 / 2 * ((d ⬝ᵥ d)⁻¹ * ∑ k, ∑ l, d k * Q k l * d l)
          * ((d ⬝ᵥ d)⁻¹ * (d i * d j) - 1 / 3 * (1 : Mat) i j))
      + (π - δ) * ((d ⬝ᵥ d)⁻¹ * (d i * (∑ k, d k * Q k j) + (∑ k, Q i k * d k) * d j)
          - 2 * (d ⬝ᵥ d)⁻¹ ^ 2 * (∑ k, ∑ l, d k * Q k l * d l) * (d i * d j)) := by
  simp only [bond, sigmaPart, piPart, axis, Matrix.smul_apply, Matrix.add_apply,
    Matrix.sub_apply, Matrix.mul_apply, vecMulVec_apply, Matrix.trace, Matrix.diag_apply,
    Fin.sum_univ_three, smul_eq_mul]
  ring
```

Angular momentum is tested separately. The infinitesimal rotation `rot` sends \(ab^T\) to \((d\times a)b^T+a(d\times b)^T\); applied twice, it must give \(-m^2|d|^2\).

For \(Q=dd^T-|d|^2/3\), rotation gives zero. Also \(Qd=\tfrac23|d|^2d\) and \(s=\tfrac23|d|^2\), so \(S=Q\), \(\Pi=0\) and \(B(Q)=\sigma Q\).

The proof uses \(d\neq0\) only in `hr`, which cancels \(|d|^2\) against its inverse; `hc`, `hw` and `hq` are the contractions \(d^TQ\), \(Qd\) and \(d^TQd\). At \(d=0\) this orbital vanishes and the equations read \(0=0\), so the hypothesis serves the proof and the physical reading.

```lean
/-- The orbital `dd - |d|²/3` is unchanged by rotation about `d ≠ 0` (m = 0), and the bond
operator multiplies it by ddσ. -/
theorem bond_sigma (σ π δ : ℝ) {d : Fin 3 → ℝ} (hd : d ≠ 0) :
    rot d (vecMulVec d d - ((d ⬝ᵥ d) / 3) • (1 : Mat)) = 0 ∧
    bond σ π δ d (vecMulVec d d - ((d ⬝ᵥ d) / 3) • (1 : Mat))
      = σ • (vecMulVec d d - ((d ⬝ᵥ d) / 3) • (1 : Mat)) := by
  have hr : (d ⬝ᵥ d)⁻¹ * (d ⬝ᵥ d) = 1 :=
    inv_mul_cancel₀ (mt dotProduct_self_eq_zero.mp hd)
  constructor
  · ext i j
    simp only [rot, Matrix.sub_apply, Matrix.mul_apply, Matrix.smul_apply, vecMulVec_apply,
      Fin.sum_univ_three, smul_eq_mul, Matrix.zero_apply]
    fin_cases i <;> fin_cases j <;> simp [crossMat, Matrix.one_apply] <;> ring
  · -- contractions of the orbital with the bond vector
    have hc : ∀ j, ∑ k, d k * (vecMulVec d d - ((d ⬝ᵥ d) / 3) • (1 : Mat)) k j
        = 2 / 3 * (d ⬝ᵥ d) * d j := by
      intro j
      simp only [Matrix.sub_apply, Matrix.smul_apply, vecMulVec_apply, dotProduct,
        Fin.sum_univ_three, smul_eq_mul]
      fin_cases j <;> simp [Matrix.one_apply] <;> ring
    have hw : ∀ i, ∑ k, (vecMulVec d d - ((d ⬝ᵥ d) / 3) • (1 : Mat)) i k * d k
        = 2 / 3 * (d ⬝ᵥ d) * d i := by
      intro i
      simp only [Matrix.sub_apply, Matrix.smul_apply, vecMulVec_apply, dotProduct,
        Fin.sum_univ_three, smul_eq_mul]
      fin_cases i <;> simp [Matrix.one_apply] <;> ring
    have hq : ∑ k, ∑ l, d k * (vecMulVec d d - ((d ⬝ᵥ d) / 3) • (1 : Mat)) k l * d l
        = 2 / 3 * (d ⬝ᵥ d) ^ 2 := by
      simp only [mul_assoc, ← Finset.mul_sum, hw]
      simp only [dotProduct, Fin.sum_univ_three]
      ring
    ext i j
    rw [bond_apply, hc, hw, hq]
    simp only [Matrix.sub_apply, Matrix.smul_apply, vecMulVec_apply, smul_eq_mul]
    linear_combination ((σ - δ) * (((d ⬝ᵥ d)⁻¹ * (d ⬝ᵥ d) + 1) * d i * d j
      - (d ⬝ᵥ d) / 3 * (1 : Mat) i j)
      - (π - δ) * (4 / 3) * (d ⬝ᵥ d)⁻¹ * (d ⬝ᵥ d) * d i * d j) * hr
```

## Transverse orbitals: \(d\cdot u=0\)

This condition makes \(u\) transverse to the bond. Let \(w=d\times u\), so that \(d\times w=-|d|^2u\).

- For \(Q=du^T+ud^T\), one rotation gives \(dw^T+wd^T\) and a second gives \(-|d|^2Q\). Since \(Qd=|d|^2u\) and \(s=0\), we have \(S=0\), \(\Pi=Q\) and \(B(Q)=\pi Q\).
- For \(Q=uw^T+wu^T\), one rotation gives \(2(ww^T-|d|^2uu^T)\) and a second gives \(-4|d|^2Q\). Since \(Qd=0\), both \(S\) and \(\Pi\) vanish and \(B(Q)=\delta Q\).

In Lean, `key` gives the double rotation for any \(u\), with an extra term proportional to \(d\cdot u\) that `h` removes. The contractions use `h` too. Without it, the \(|m|=1\) rotation identity fails whenever \(d\ne0\) and \(d\cdot u\neq0\).

```lean
/-- For `u` perpendicular to `d ≠ 0`, the orbital `du + ud` has m² = 1 about `d`, and the bond
operator multiplies it by ddπ. -/
theorem bond_pi (σ π δ : ℝ) {d u : Fin 3 → ℝ} (hd : d ≠ 0) (h : d ⬝ᵥ u = 0) :
    rot d (rot d (symDyad d u)) = -(d ⬝ᵥ d) • symDyad d u ∧
    bond σ π δ d (symDyad d u) = π • symDyad d u := by
  have hr : (d ⬝ᵥ d)⁻¹ * (d ⬝ᵥ d) = 1 :=
    inv_mul_cancel₀ (mt dotProduct_self_eq_zero.mp hd)
  constructor
  · have key : rot d (rot d (symDyad d u))
        = (2 * (d ⬝ᵥ u)) • vecMulVec d d + -(d ⬝ᵥ d) • symDyad d u := by
      ext i j
      simp only [rot, symDyad, Matrix.sub_apply, Matrix.add_apply, Matrix.mul_apply,
        Matrix.smul_apply, vecMulVec_apply, dotProduct, Fin.sum_univ_three, smul_eq_mul]
      fin_cases i <;> fin_cases j <;> simp [crossMat] <;> ring
    rw [key, h, mul_zero, zero_smul, zero_add]
  · have hc : ∀ j, ∑ k, d k * symDyad d u k j = (d ⬝ᵥ d) * u j := by
      intro j
      simp only [symDyad, Matrix.add_apply, vecMulVec_apply, dotProduct,
        Fin.sum_univ_three] at h ⊢
      linear_combination d j * h
    have hw : ∀ i, ∑ k, symDyad d u i k * d k = (d ⬝ᵥ d) * u i := by
      intro i
      simp only [symDyad, Matrix.add_apply, vecMulVec_apply, dotProduct,
        Fin.sum_univ_three] at h ⊢
      linear_combination d i * h
    have hq : ∑ k, ∑ l, d k * symDyad d u k l * d l = 0 := by
      simp only [symDyad, Matrix.add_apply, vecMulVec_apply, dotProduct,
        Fin.sum_univ_three] at h ⊢
      linear_combination 2 * (d 0 * d 0 + d 1 * d 1 + d 2 * d 2) * h
    ext i j
    rw [bond_apply, hc, hw, hq]
    simp only [symDyad, Matrix.add_apply, Matrix.smul_apply, vecMulVec_apply, smul_eq_mul]
    linear_combination (π - δ) * (d i * u j + u i * d j) * hr

/-- For `u` perpendicular to `d` and `w = d × u`, the orbital `uw + wu` has m² = 4 about `d`,
and the bond operator multiplies it by ddδ. -/
theorem bond_delta (σ π δ : ℝ) {d u : Fin 3 → ℝ} (h : d ⬝ᵥ u = 0) :
    rot d (rot d (symDyad u (d ⨯₃ u))) = -(4 * (d ⬝ᵥ d)) • symDyad u (d ⨯₃ u) ∧
    bond σ π δ d (symDyad u (d ⨯₃ u)) = δ • symDyad u (d ⨯₃ u) := by
  constructor
  · have key : rot d (rot d (symDyad u (d ⨯₃ u))) = (3 * (d ⬝ᵥ u)) • symDyad d (d ⨯₃ u)
        + -(4 * (d ⬝ᵥ d)) • symDyad u (d ⨯₃ u) := by
      ext i j
      simp only [rot, symDyad, Matrix.sub_apply, Matrix.add_apply, Matrix.mul_apply,
        Matrix.smul_apply, vecMulVec_apply, dotProduct, Fin.sum_univ_three, smul_eq_mul]
      fin_cases i <;> fin_cases j <;> simp [crossMat, cross_apply] <;> ring
    rw [key, h, mul_zero, zero_smul, zero_add]
  · have h' : d ⬝ᵥ (d ⨯₃ u) = 0 := dot_self_cross d u
    generalize d ⨯₃ u = w at h' ⊢
    -- both factors are perpendicular to the bond, so every contraction vanishes
    have hc : ∀ j, ∑ k, d k * symDyad u w k j = 0 := by
      intro j
      simp only [symDyad, Matrix.add_apply, vecMulVec_apply, dotProduct,
        Fin.sum_univ_three] at h h' ⊢
      linear_combination w j * h + u j * h'
    have hw : ∀ i, ∑ k, symDyad u w i k * d k = 0 := by
      intro i
      simp only [symDyad, Matrix.add_apply, vecMulVec_apply, dotProduct,
        Fin.sum_univ_three] at h h' ⊢
      linear_combination w i * h + u i * h'
    have hq : ∑ k, ∑ l, d k * symDyad u w k l * d l = 0 := by
      simp only [mul_assoc, ← Finset.mul_sum, hw, mul_zero, Finset.sum_const_zero]
    ext i j
    rw [bond_apply, hc, hw, hq]
    simp only [Matrix.smul_apply, smul_eq_mul]
    ring
```

## The energies belong to a cubic shell: `HasLevels`

`HasLevels` says that every t2g orbital has energy \(t\) and every eg orbital energy \(e\) under the shell sum. By hand, let \(N\) be the number of neighbours and label components 0, 1, 2. Sums odd in any component vanish, and \(\sum P=N/3\). Hence \(\sum sP=fQ\), with

\[
f_t=2\sum n_0^2n_1^2,\qquad f_e=\sum n_0^4-\sum n_0^2n_1^2,
\]

where \(f_e\) uses tracelessness. Then \(\sum S=\tfrac32fQ\), \(\sum\Pi=(\tfrac{2N}3-2f)Q\), and the energy is

\[
E=\tfrac32f\,\sigma+\left(\tfrac{2N}3-2f\right)\pi+\left(\tfrac N3+\tfrac f2\right)\delta .
\]

| Shell | \(N\) | \(f_t\) | \(f_e\) |
|---|---|---|---|
| sc | 6 | 0 | 2 |
| bcc | 8 | 16/9 | 0 |
| fcc | 12 | 2 | 1 |

Inserting these values gives the levels stated in the code. Lean instead checks every matrix entry, using `bond_neg` to identify opposite bonds in bcc and fcc.

```lean
/-- Opposite neighbour directions have the same bond operator. -/
theorem bond_neg (σ π δ : ℝ) (d : Fin 3 → ℝ) (Q : Mat) :
    bond σ π δ (-d) Q = bond σ π δ d Q := by
  have h : axis (-d) = axis d := by
    ext i j
    simp [axis, vecMulVec_apply]
  simp only [bond, sigmaPart, piPart, h]

/-- The t2g orbitals, combinations of xy, xz and yz. -/
def t2g (a b c : ℝ) : Mat := !![0, a, b; a, 0, c; b, c, 0]

/-- The eg orbitals, the diagonal traceless matrices. -/
def eg (a b : ℝ) : Mat := !![a, 0, 0; 0, b, 0; 0, 0, -(a + b)]

/-- The six (100) neighbour directions of the simple cubic lattice. -/
def scShell : List (Fin 3 → ℝ) :=
  [![1, 0, 0], ![-1, 0, 0], ![0, 1, 0], ![0, -1, 0], ![0, 0, 1], ![0, 0, -1]]

/-- The eight (111) neighbour directions of the bcc lattice. -/
def bccShell : List (Fin 3 → ℝ) :=
  [![1, 1, 1], ![1, 1, -1], ![1, -1, 1], ![-1, 1, 1],
   -![1, 1, 1], -![1, 1, -1], -![1, -1, 1], -![-1, 1, 1]]

/-- The twelve (110) neighbour directions of the fcc lattice. -/
def fccShell : List (Fin 3 → ℝ) :=
  [![1, 1, 0], ![1, -1, 0], -![1, 1, 0], -![1, -1, 0],
   ![1, 0, 1], ![1, 0, -1], -![1, 0, 1], -![1, 0, -1],
   ![0, 1, 1], ![0, 1, -1], -![0, 1, 1], -![0, 1, -1]]

/-- The bond operator summed over a shell of neighbour directions. -/
def shellSum (σ π δ : ℝ) (shell : List (Fin 3 → ℝ)) (Q : Mat) : Mat :=
  (shell.map fun d => bond σ π δ d Q).sum

/-- The shell sum has all t2g orbitals at energy `t` and all eg orbitals at energy `e`. -/
def HasLevels (σ π δ : ℝ) (shell : List (Fin 3 → ℝ)) (t e : ℝ) : Prop :=
  (∀ a b c, shellSum σ π δ shell (t2g a b c) = t • t2g a b c) ∧
  ∀ a b, shellSum σ π δ shell (eg a b) = e • eg a b

/-- Simple cubic: the t2g level is 4 ddπ + 2 ddδ and the eg level is 3 ddσ + 3 ddδ. -/
theorem sc_levels (σ π δ : ℝ) :
    HasLevels σ π δ scShell (4 * π + 2 * δ) (3 * σ + 3 * δ) := by
  constructor <;> intros <;> ext i j <;> fin_cases i <;> fin_cases j <;>
    simp [shellSum, scShell, bond_apply, t2g, eg, dotProduct, Fin.sum_univ_three] <;> ring

/-- Bcc: the t2g level is (24 ddσ + 16 ddπ + 32 ddδ)/9 and the eg level is
(16 ddπ + 8 ddδ)/3. -/
theorem bcc_levels (σ π δ : ℝ) :
    HasLevels σ π δ bccShell ((24 * σ + 16 * π + 32 * δ) / 9) ((16 * π + 8 * δ) / 3) := by
  -- opposite directions are identified before the entries are computed
  constructor <;> intros <;>
    simp only [shellSum, bccShell, List.map_cons, List.map_nil, List.sum_cons,
      List.sum_nil, bond_neg] <;>
    ext i j <;> fin_cases i <;> fin_cases j <;>
    simp [bond_apply, t2g, eg, dotProduct, Fin.sum_univ_three] <;> ring

set_option maxHeartbeats 400000 in
/-- Fcc: the t2g level is 3 ddσ + 4 ddπ + 5 ddδ and the eg level is
(3 ddσ + 12 ddπ + 9 ddδ)/2. -/
theorem fcc_levels (σ π δ : ℝ) :
    HasLevels σ π δ fccShell (3 * σ + 4 * π + 5 * δ) ((3 * σ + 12 * π + 9 * δ) / 2) := by
  constructor <;> intros <;>
    simp only [shellSum, fccShell, List.map_cons, List.map_nil, List.sum_cons,
      List.sum_nil, bond_neg] <;>
    ext i j <;> fin_cases i <;> fin_cases j <;>
    simp [bond_apply, t2g, eg, dotProduct, Fin.sum_univ_three] <;> ring
```

The final theorem assumes `HasLevels` for each pair of energies; without it they would be arbitrary numbers. `HasLevels.unique` compares one nonzero entry of a test orbital to identify them with the computed levels.

```lean
/-- A shell has at most one t2g level and one eg level. -/
theorem HasLevels.unique {σ π δ t e t' e' : ℝ} {shell : List (Fin 3 → ℝ)}
    (h : HasLevels σ π δ shell t e) (h' : HasLevels σ π δ shell t' e') :
    t = t' ∧ e = e' := by
  constructor
  · have := congrFun (congrFun ((h.1 1 0 0).symm.trans (h'.1 1 0 0)) 0) 1
    simpa [t2g] using this
  · have := congrFun (congrFun ((h.2 1 0).symm.trans (h'.2 1 0)) 0) 0
    simpa [eg] using this
```

## Canonical integrals and \(V>0\)

The ratio \(-6:4:-1\) is postulated. Up to overall sign, it is that of the coupling between two static quadrupoles; \(V\) sets the bond strength. Subtracting levels gives

\[
t-e=(f_t-f_e)\left(\tfrac32\sigma-2\pi+\tfrac12\delta\right)=-\tfrac{35}2V\,(f_t-f_e),
\]

with \(f_t-f_e=-2,\ 16/9,\ 1\). For other integrals, taken equal in all three lattices, simple cubic still has the opposite order to bcc and fcc, unless \(\tfrac32\sigma-2\pi+\tfrac12\delta=0\), when the two levels coincide in each lattice.

The splittings hold for any real \(V\); only the inequalities use `hV`. At \(V=0\) the levels coincide, and for \(V<0\) all three orders reverse. After `unique`, `linarith` does this arithmetic.

For \(V=0.1\) eV, simple cubic has \(t=1.6-0.2=1.4\) eV and \(e=-1.8-0.3=-2.1\) eV, a splitting of \(3.5\) eV \(=35V\).

```lean
/-- For ddσ, ddπ, ddδ equal to -6V, 4V, -V with V > 0, the t2g level minus the eg level is 35V
in simple cubic, -280V/9 in bcc and -35V/2 in fcc: eg lies lower in simple cubic, t2g in bcc
and fcc. -/
theorem canonical_ordering {V t₁ e₁ t₂ e₂ t₃ e₃ : ℝ} (hV : 0 < V)
    (sc : HasLevels (-6 * V) (4 * V) (-V) scShell t₁ e₁)
    (bcc : HasLevels (-6 * V) (4 * V) (-V) bccShell t₂ e₂)
    (fcc : HasLevels (-6 * V) (4 * V) (-V) fccShell t₃ e₃) :
    (t₁ - e₁ = 35 * V ∧ t₂ - e₂ = -(280 / 9) * V ∧ t₃ - e₃ = -(35 / 2) * V) ∧
    e₁ < t₁ ∧ t₂ < e₂ ∧ t₃ < e₃ := by
  obtain ⟨a₁, b₁⟩ := sc.unique (sc_levels _ _ _)
  obtain ⟨a₂, b₂⟩ := bcc.unique (bcc_levels _ _ _)
  obtain ⟨a₃, b₃⟩ := fcc.unique (fcc_levels _ _ _)
  refine ⟨⟨?_, ?_, ?_⟩, ?_, ?_, ?_⟩ <;> linarith

end

end CanonicalDLevels
```
```lean
#print axioms CanonicalDLevels.bond_sigma
#print axioms CanonicalDLevels.bond_pi
#print axioms CanonicalDLevels.bond_delta
#print axioms CanonicalDLevels.canonical_ordering
```

```
'CanonicalDLevels.bond_sigma' depends on axioms: [propext, Classical.choice, Quot.sound]
'CanonicalDLevels.bond_pi' depends on axioms: [propext, Classical.choice, Quot.sound]
'CanonicalDLevels.bond_delta' depends on axioms: [propext, Classical.choice, Quot.sound]
'CanonicalDLevels.canonical_ordering' depends on axioms: [propext, Classical.choice, Quot.sound]
```
